# Determinants with equal particle number are joined by m steps of at most two replacements exactly when their excitation rank is at most 2m

Take three electrons in six orthonormal spin orbitals, numbered 0 to 5, and ask how the determinant $R=\{0,1,2\}$ can evolve into $S=\{3,4,5\}$. A Hamiltonian with one- and two-body terms replaces at most two spin orbitals at a time, so $\langle S|H|R\rangle=0$. Counting replacements alone, two steps are enough:

$$\{0,1,2\}\;\to\;\{2,3,4\}\;\to\;\{3,4,5\}.$$

In general, write a determinant as its set of occupied spin orbitals and call $|S\setminus R|$, the number of orbitals occupied in $S$ but not in $R$, the excitation rank of $S$ relative to $R$. For $N$-electron determinants, a path of $m$ steps from $R$ to $S$, each bringing in at most two new orbitals, exists exactly when $|S\setminus R|\le 2m$. A step may also change nothing.

## Counting replacements

**The bound is necessary.** Let $T$ be any third determinant. An orbital in $S\setminus R$ is either missing from $T$, and so lies in $S\setminus T$, or present in $T$, and so lies in $T\setminus R$. Hence

$$|S\setminus R|\le|S\setminus T|+|T\setminus R|.$$

Along a path $c_0=R,\dots,c_m=S$, each step adds at most 2 to the rank relative to $R$. Thus $|c_i\setminus R|\le 2i$, and $i=m$ gives the bound.

**The bound is sufficient.** Use induction on $m$. If $m=0$, then $S\subseteq R$, and equal sizes give $S=R$. Now suppose $k=|S\setminus R|\le 2(m+1)$. Since $|R|=|S|$, also $|R\setminus S|=k$. Choose $A\subseteq S\setminus R$ and $B\subseteq R\setminus S$, each with $\min(2,k)$ elements, and set $T=(R\setminus B)\cup A$. Then $|T|=N$, $T\setminus R=A$ and $S\setminus T=(S\setminus R)\setminus A$, so the remaining rank is $k-\min(2,k)\le 2m$. The induction hypothesis supplies the path from $T$ to $S$.

**The whole space.** With $n$ spin orbitals, $|S\setminus R|\le|S|=N$ and $|S\setminus R|=|S\cup R|-|R|\le n-N$. All pairs are therefore joined if $N\le 2m$ or $n-N\le 2m$. If both fail, exchanging $2m+1$ electrons of some $R$ for $2m+1$ holes gives a determinant out of reach.

**The Hamiltonian.** An annihilation operator removes one electron and occupies nothing new; a creation operator adds one electron and at most one new orbital. By the triangle inequality, $a_p^\dagger a_q$ conserves $N$ and brings in at most one new orbital, and $a_p^\dagger a_q^\dagger a_s a_r$ at most two. A nonzero $\langle S|H^m|R\rangle$ needs a chain of nonzero elements of $H$, hence $|S|=|R|$ and $|S\setminus R|\le 2m$.

In a finite basis of orthonormal spin orbitals with at most two-body interactions, this limits which determinants can enter the Krylov vector $H^m|R\rangle$ of a configuration-interaction calculation started from $R$. It is a bound on the support only: if all coefficients vanish, the paths still exist but $H^m=0$ for $m\ge1$.

## Determinants and paths as finite sets

In Lean 4 with Mathlib:

```lean
import Mathlib

open Matrix

namespace HamiltonianConnectivity

noncomputable section

variable {n : ℕ}
```

Here `n` is the number of spin orbitals, and a determinant is a `Finset (Fin n)`. The letter `S` always denotes a determinant, never a spin or an overlap matrix.

```lean
/-- The determinant obtained from `R` by emptying the orbitals in `B` and filling those in `A`. -/
def excite (R B A : Finset (Fin n)) : Finset (Fin n) := (R \ B) ∪ A
```

The order of arguments is: starting determinant, orbitals emptied, orbitals filled.

```lean
/-- A sequence `c` leads from `R` to `S` in `m` steps through `N`-electron determinants,
each step occupying at most two new spin orbitals. -/
def IsExcitationPath (N m : ℕ) (R S : Finset (Fin n)) (c : ℕ → Finset (Fin n)) : Prop :=
  c 0 = R ∧ c m = S ∧ (∀ i ≤ m, (c i).card = N) ∧
    ∀ i < m, (c (i + 1) \ c i).card ≤ 2
```

The path is a function on all natural numbers, but only its values from 0 to `m` are constrained. Particle number is fixed at every point; spin projection and spatial symmetry are not, so an intermediate determinant may lie in another symmetry sector.

```lean
/-- The number of newly occupied orbitals obeys a triangle inequality. -/
theorem card_sdiff_triangle (S T R : Finset (Fin n)) :
    (S \ R).card ≤ (S \ T).card + (T \ R).card := by
  have hsub : S \ R ⊆ (S \ T) ∪ (T \ R) := by
    intro x hx
    simp only [Finset.mem_sdiff, Finset.mem_union] at hx ⊢
    tauto
  exact (Finset.card_le_card hsub).trans (Finset.card_union_le _ _)
```

The inclusion behind the triangle inequality is checked orbital by orbital with `tauto`; the size of a union is at most the sum of the sizes.

```lean
/-- Exchanging occupied orbitals `B` for equally many empty orbitals `A` conserves the
particle number, and the newly occupied orbitals are exactly `A`. -/
theorem excite_spec {R B A : Finset (Fin n)} (hB : B ⊆ R) (hA : Disjoint A R)
    (h : A.card = B.card) : (excite R B A).card = R.card ∧ excite R B A \ R = A := by
  constructor
  · have hd : Disjoint (R \ B) A := hA.symm.mono_left Finset.sdiff_subset
    have hc := Finset.card_sdiff_add_card_eq_card hB
    rw [excite, Finset.card_union_of_disjoint hd]
    omega
  · ext x
    have hx : x ∈ A → x ∉ R := fun hx => Finset.disjoint_left.mp hA hx
    simp only [excite, Finset.mem_sdiff, Finset.mem_union]
    tauto
```

The hypotheses say that the orbitals in `B` are occupied in `R`, those in `A` are unoccupied in `R`, and there are equally many of each. The first conclusion counts a disjoint union, and the second compares memberships.

## Building the path

```lean
/-- Between determinants of equal particle number and excitation rank at most `2 (m + 1)`,
one step of at most two replacements leaves a rank of at most `2 m`. -/
theorem exists_step {m : ℕ} {R S : Finset (Fin n)} (hRS : R.card = S.card)
    (h : (S \ R).card ≤ 2 * (m + 1)) :
    ∃ T : Finset (Fin n), T.card = R.card ∧ (T \ R).card ≤ 2 ∧ (S \ T).card ≤ 2 * m := by
  -- there are as many orbitals to empty as to fill
  have e1 := Finset.card_sdiff_add_card_inter S R
  have e2 := Finset.card_sdiff_add_card_inter R S
  rw [Finset.inter_comm] at e2
  have hk : min 2 (S \ R).card ≤ (R \ S).card := by omega
  obtain ⟨A, hAs, hAc⟩ := Finset.exists_subset_card_eq (Nat.min_le_right 2 (S \ R).card)
  obtain ⟨B, hBs, hBc⟩ := Finset.exists_subset_card_eq hk
  have hA : Disjoint A R :=
    Finset.disjoint_left.mpr fun x hx => (Finset.mem_sdiff.mp (hAs hx)).2
  obtain ⟨hT, hTR⟩ := excite_spec (hBs.trans Finset.sdiff_subset) hA (hAc.trans hBc.symm)
  refine ⟨excite R B A, hT, by rw [hTR]; omega, ?_⟩
  -- the orbitals still to be filled are those of `S \ R` outside `A`
  have hsub : S \ excite R B A ⊆ (S \ R) \ A := by
    intro x hx
    have hb : x ∈ B → x ∉ S := fun h => (Finset.mem_sdiff.mp (hBs h)).2
    simp only [excite, Finset.mem_sdiff, Finset.mem_union] at hx ⊢
    tauto
  have h1 := Finset.card_le_card hsub
  have h2 := Finset.card_sdiff_add_card_eq_card hAs
  omega
```

This is the inductive step above. The equations `e1` and `e2` split $S$ and $R$ into their common part and the rest, which gives $|R\setminus S|=|S\setminus R|$. The sets `A` and `B` are then chosen, and `hsub` shows that only orbitals of $S\setminus R$ outside `A` remain to be filled. The tactic `omega` does the integer arithmetic.

```lean
/-- Two `N`-electron determinants are joined by `m` steps of at most two replacements each
exactly when their excitation rank is at most `2 m`. -/
theorem exists_path_iff {N m : ℕ} {R S : Finset (Fin n)} (hR : R.card = N)
    (hS : S.card = N) :
    (∃ c, IsExcitationPath N m R S c) ↔ (S \ R).card ≤ 2 * m := by
  constructor
  · rintro ⟨c, h0, hm, -, hstep⟩
    have key : ∀ i ≤ m, (c i \ R).card ≤ 2 * i := by
      intro i
      induction i with
      | zero => intro _; simp [h0]
      | succ i ih =>
        intro hi
        have h1 := ih (by omega)
        have h2 := hstep i (by omega)
        have h3 := card_sdiff_triangle (c (i + 1)) (c i) R
        omega
    have hfin := key m le_rfl
    rwa [hm] at hfin
  · intro h
    induction m generalizing R with
    | zero =>
      have hsub : S ⊆ R :=
        Finset.sdiff_eq_empty_iff_subset.mp (Finset.card_eq_zero.mp (by omega))
      have hEq : S = R := Finset.eq_of_subset_of_card_le hsub (by omega)
      exact ⟨fun _ => R, rfl, hEq.symm, fun _ _ => hR,
        fun i hi => absurd hi (Nat.not_lt_zero i)⟩
    | succ m ih =>
      obtain ⟨T, hT, hTR, hST⟩ := exists_step (hR.trans hS.symm) h
      obtain ⟨c, h0, hm, hcard, hstep⟩ := ih (hT.trans hR) hST
      -- put `R` in front of the path that starts at `T`
      refine ⟨fun i => match i with
        | 0 => R
        | k + 1 => c k, rfl, hm, ?_, ?_⟩
      · rintro (_ | i) hi
        · exact hR
        · exact hcard i (by omega)
      · rintro (_ | i) hi
        · show (c 0 \ R).card ≤ 2
          rw [h0]
          exact hTR
        · exact hstep i (by omega)
```

In the forward direction, `key` is the bound $|c_i\setminus R|\le 2i$. In the reverse direction the induction leaves `R` general, because the remaining path starts at `T`; the new path has `R` at position 0 and the old path shifted by one.

```lean
/-- All pairs of `N`-electron determinants in `n` spin orbitals are joined in `m` steps exactly
when the number of electrons or the number of holes is at most `2 m`. -/
theorem all_connected_iff (N m : ℕ) :
    (∀ R S : Finset (Fin n), R.card = N → S.card = N → ∃ c, IsExcitationPath N m R S c) ↔
      N ≤ 2 * m ∨ n ≤ N + 2 * m := by
  constructor
  · intro h
    by_contra hc
    -- otherwise there is room for an excitation of rank `2 m + 1`
    have hN : N ≤ (Finset.univ : Finset (Fin n)).card := by
      rw [Finset.card_univ, Fintype.card_fin]
      omega
    obtain ⟨R, -, hR⟩ := Finset.exists_subset_card_eq hN
    have hholes : 2 * m + 1 ≤ Rᶜ.card := by
      rw [Finset.card_compl, Fintype.card_fin]
      omega
    have hocc : 2 * m + 1 ≤ R.card := by omega
    obtain ⟨A, hAs, hAc⟩ := Finset.exists_subset_card_eq hholes
    obtain ⟨B, hBs, hBc⟩ := Finset.exists_subset_card_eq hocc
    have hA : Disjoint A R :=
      Finset.disjoint_left.mpr fun x hx => Finset.mem_compl.mp (hAs hx)
    obtain ⟨hT, hTR⟩ := excite_spec hBs hA (hAc.trans hBc.symm)
    have hb := (exists_path_iff hR (hT.trans hR)).mp (h R _ hR (hT.trans hR))
    rw [hTR] at hb
    omega
  · intro h R S hR hS
    rw [exists_path_iff hR hS]
    have h1 : (S \ R).card ≤ S.card := Finset.card_le_card Finset.sdiff_subset
    have h2 := Finset.card_sdiff_add_card S R
    have h3 := Finset.card_le_univ (S ∪ R)
    rw [Fintype.card_fin] at h3
    omega
```

The condition `n ≤ N + 2 * m` says that there are at most $2m$ holes, without subtracting natural numbers. If $N>n$ there are no determinants to join, and both sides hold.

## The selection rule from the operators

```lean
/-- The annihilation operator of spin orbital `p` in the basis of determinants, with the
fermionic phase given by the number of occupied orbitals before `p`. -/
def annihilate (p : Fin n) : Matrix (Finset (Fin n)) (Finset (Fin n)) ℂ :=
  Matrix.of fun S R =>
    if p ∈ R ∧ S = R.erase p then (-1) ^ (R.filter (· < p)).card else 0
```

The entry in row `S` and column `R` is $\langle S|a_p|R\rangle$. The sign counts the occupied orbitals with index below `p`.

```lean
/-- The creation operator of spin orbital `p`, the adjoint of the annihilation operator. -/
def create (p : Fin n) : Matrix (Finset (Fin n)) (Finset (Fin n)) ℂ := (annihilate p)ᴴ

/-- The second-quantized Hamiltonian with one-body coefficients `h` and two-body
coefficients `g`. -/
def hamiltonian (h : Fin n → Fin n → ℂ) (g : Fin n → Fin n → Fin n → Fin n → ℂ) :
    Matrix (Finset (Fin n)) (Finset (Fin n)) ℂ :=
  ∑ p, ∑ q, h p q • (create p * annihilate q) +
    (1 / 2 : ℂ) • ∑ p, ∑ q, ∑ r, ∑ s,
      g p q r s • (create p * create q * annihilate s * annihilate r)
```

The coefficients are arbitrary complex numbers, with no Hermiticity or permutation symmetry assumed. The index order of `g p q r s` matches $\langle pq|rs\rangle$ in physicists' notation. Applying the result to a molecule requires identifying `h` and `g` with its integrals over orthonormal spin orbitals, and accepting the finite basis.

```lean
/-- A nonzero matrix element of a product passes through some intermediate determinant. -/
theorem exists_intermediate {A B : Matrix (Finset (Fin n)) (Finset (Fin n)) ℂ}
    {S R : Finset (Fin n)} (h : (A * B) S R ≠ 0) : ∃ T, A S T ≠ 0 ∧ B T R ≠ 0 := by
  rw [Matrix.mul_apply] at h
  obtain ⟨T, -, hT⟩ := Finset.exists_ne_zero_of_sum_ne_zero h
  exact ⟨T, left_ne_zero_of_mul hT, right_ne_zero_of_mul hT⟩
```

In this theorem `A` and `B` are matrices, not sets of orbitals. A matrix product is a sum over intermediate determinants, so a nonzero sum has a nonzero term, and both factors of that term are nonzero.

```lean
/-- Where annihilation has a nonzero matrix element, it removes one electron, and the
removed orbital was occupied. -/
theorem annihilate_support {p : Fin n} {S R : Finset (Fin n)} (h : annihilate p S R ≠ 0) :
    p ∈ R ∧ S = R.erase p := by
  by_contra hn
  exact h (by rw [annihilate, Matrix.of_apply, if_neg hn])
```

Only the positions of possible nonzero entries matter from here on; the phases play no part.

```lean
/-- The Hamiltonian couples only determinants with equal particle number that differ by at
most two spin orbitals. -/
theorem hamiltonian_support {h : Fin n → Fin n → ℂ}
    {g : Fin n → Fin n → Fin n → Fin n → ℂ} {S R : Finset (Fin n)}
    (hH : hamiltonian h g S R ≠ 0) : S.card = R.card ∧ (S \ R).card ≤ 2 := by
  -- count electrons and new orbitals for a single operator
  have ha : ∀ {p : Fin n} {U V : Finset (Fin n)}, annihilate p U V ≠ 0 →
      U.card + 1 = V.card ∧ (U \ V).card = 0 := by
    intro p U V hUV
    obtain ⟨hp, rfl⟩ := annihilate_support hUV
    exact ⟨Finset.card_erase_add_one hp, Finset.card_eq_zero.mpr
      (Finset.sdiff_eq_empty_iff_subset.mpr (Finset.erase_subset p V))⟩
  have hc : ∀ {p : Fin n} {U V : Finset (Fin n)}, create p U V ≠ 0 →
      U.card = V.card + 1 ∧ (U \ V).card ≤ 1 := by
    intro p U V hUV
    have h0 : annihilate p V U ≠ 0 := fun h0 =>
      hUV (by rw [create, Matrix.conjTranspose_apply, h0, star_zero])
    obtain ⟨hp, rfl⟩ := annihilate_support h0
    have h1 := Finset.card_erase_add_one hp
    have h2 := Finset.card_sdiff_add_card_eq_card (Finset.erase_subset p U)
    exact ⟨by omega, by omega⟩
  by_contra hP
  have h1 : ∀ p q : Fin n, (create p * annihilate q) S R = 0 := by
    intro p q
    by_contra h0
    obtain ⟨T, hp, hq⟩ := exists_intermediate h0
    have e1 := hc hp
    have e2 := ha hq
    have t := card_sdiff_triangle S T R
    exact hP ⟨by omega, by omega⟩
  have h2 : ∀ p q r s : Fin n,
      (create p * create q * annihilate s * annihilate r) S R = 0 := by
    intro p q r s
    by_contra h0
    obtain ⟨T, h0, hr⟩ := exists_intermediate h0
    obtain ⟨U, h0, hs⟩ := exists_intermediate h0
    obtain ⟨V, hp, hq⟩ := exists_intermediate h0
    have e1 := hc hp
    have e2 := hc hq
    have e3 := ha hs
    have e4 := ha hr
    have t1 := card_sdiff_triangle S V R
    have t2 := card_sdiff_triangle V U R
    have t3 := card_sdiff_triangle U T R
    exact hP ⟨by omega, by omega⟩
  apply hH
  simp only [hamiltonian, Matrix.add_apply, Matrix.smul_apply, Matrix.sum_apply, h1, h2,
    smul_zero, Finset.sum_const_zero, add_zero]
```

The local facts `ha` and `hc` record how one annihilation or creation operator changes the electron count and the occupied orbitals. The proof supposes that the conclusion fails. Then `h1` and `h2` show that every one- and two-body string has a zero entry between `R` and `S`: a nonzero entry would pass through intermediate determinants whose counts add up to the conclusion. The whole sum vanishes, contradicting `hH`.

```lean
/-- After `m` applications of the Hamiltonian to a determinant `R`, only determinants with the
same particle number and excitation rank at most `2 m` can appear. -/
theorem hamiltonian_pow_support {h : Fin n → Fin n → ℂ}
    {g : Fin n → Fin n → Fin n → Fin n → ℂ} {m : ℕ} {S R : Finset (Fin n)}
    (hH : (hamiltonian h g ^ m) S R ≠ 0) : S.card = R.card ∧ (S \ R).card ≤ 2 * m := by
  induction m generalizing S with
  | zero =>
    have hEq : S = R := by
      by_contra hne
      exact hH (by rw [pow_zero, Matrix.one_apply_ne hne])
    subst hEq
    simp
  | succ m ih =>
    rw [pow_succ'] at hH
    obtain ⟨T, h1, h2⟩ := exists_intermediate hH
    have e1 := hamiltonian_support h1
    have e2 := ih h2
    have t := card_sdiff_triangle S T R
    exact ⟨by omega, by omega⟩

end

end HamiltonianConnectivity
```

The zeroth power is the identity, which forces $S=R$. For the next power, `pow_succ'` splits off the leftmost factor of $H$, which adds at most 2 to the rank. By `exists_path_iff`, every determinant that appears after $m$ applications is therefore also the end of an $m$-step path from $R$.

```lean
#print axioms HamiltonianConnectivity.exists_path_iff
#print axioms HamiltonianConnectivity.all_connected_iff
#print axioms HamiltonianConnectivity.hamiltonian_pow_support
```

```
'HamiltonianConnectivity.exists_path_iff' depends on axioms: [propext, Classical.choice, Quot.sound]
'HamiltonianConnectivity.all_connected_iff' depends on axioms: [propext, Classical.choice, Quot.sound]
'HamiltonianConnectivity.hamiltonian_pow_support' depends on axioms: [propext, Classical.choice, Quot.sound]
```
